# At a fixed point z off the lines, the field of line charges (−1)^n at the points an, |n| ≤ N, tends to the conjugate of π/(a sin(πz/a)) as N grows, in units where a single line gives 1/r

Q: Take long parallel wires, spaced by a along a row, with charges +1, −1, +1 and so on. If I add up the fields of the wires numbered −N to N and stop, I keep a net charge of (−1)^N. Seen from straight out from the middle of the row, perpendicular to it and at a distance r much larger than Na, my row looks like a single wire with field strength 1/r. The infinite row should be almost invisible from there. So I need the limit itself, and I doubt that a statement about complex series gives me a field.

A: The series is the field, up to a conjugation. Let z = x + iy be the observation point in the plane perpendicular to the wires, so z is not the coordinate along them. A wire of charge q at p gives a radial field of strength |q|/r. As a complex number E_x + iE_y it is

E = q(z − p)/|z − p|² = q/conj(z − p) = conj(q/(z − p)),

because |w|² = w·conj(w). Put wire n at p = an with charge (−1)^n, and take 1/a out of the sum:

E_N = conj( (1/a) Σ_{|n|≤N} (−1)^n/(z/a − n) ).

What remains is to find the limit of Σ (−1)^n/(z − n) for non-integer z.

Q: Show me that the definitions say this and nothing more convenient.

```lean
import Mathlib

open Filter Topology ComplexConjugate
open scoped Real

namespace AlternatingLineCharges

noncomputable section

/-- The symmetric partial sum of `f n` over all integers `n` with `|n| ≤ N`. -/
def symmSum (f : ℤ → ℂ) (N : ℕ) : ℂ := ∑ n ∈ Finset.Icc (-(N : ℤ)) N, f n

/-- The in-plane field vector `E_x + i E_y` at `z ≠ p` of a straight line charge of linear
density `q` through `p`, in units where its strength at distance `r` is `|q| / r`. -/
def lineField (q : ℝ) (p z : ℂ) : ℂ := q * (z - p) / (‖z - p‖ : ℂ) ^ 2

/-- The field vector at `z` of the lines at `a n`, `|n| ≤ N`, with charges `(-1)^n`,
for `z` on none of these lines. -/
def gridField (a : ℝ) (z : ℂ) (N : ℕ) : ℂ :=
  symmSum (fun n => lineField ((-1) ^ n) (a * n) z) N
```

A: `symmSum f N` adds f(n) over the integers from −N to N. `lineField q p z` is the radial vector above, written with the squared distance, and `gridField a z N` is the cut row. At N = 0 it is the single wire at the origin. Many textbooks call E_x − iE_y the complex field; here it is E_x + iE_y, hence the conjugate in the answer. In SI units you multiply by λ/(2πε₀), where λ is the charge per length of a positive wire.

Q: You have defined the 1/r field, not derived it.

A: Yes. That an infinitely long, thin, uniformly charged wire has this field follows from Gauss's law together with the symmetry of the wire. The Lean file does not prove that step; it starts from the result.

Q: How do you deal with the alternating signs?

A: The sign (−1)^n is 2 − 1 on even sites and 0 − 1 on odd ones. So the alternating row is a row of charge 2 on the even sites minus a row of charge 1 on all sites:

Σ_{|n|≤N} (−1)^n f(n) = 2 Σ_{|m|≤⌊N/2⌋} f(2m) − Σ_{|n|≤N} f(n).

```lean
/-- Enlarging the symmetric cutoff by one adds the two outermost sites. -/
theorem symmSum_succ (f : ℤ → ℂ) (N : ℕ) :
    symmSum f (N + 1) = symmSum f N + f ((N : ℤ) + 1) + f (-((N : ℤ) + 1)) := by
  have hset : Finset.Icc (-((N + 1 : ℕ) : ℤ)) ((N + 1 : ℕ) : ℤ)
      = insert ((N : ℤ) + 1) (insert (-((N : ℤ) + 1)) (Finset.Icc (-(N : ℤ)) N)) := by
    ext k
    simp only [Finset.mem_insert, Finset.mem_Icc]
    omega
  have h1 : (N : ℤ) + 1 ∉ insert (-((N : ℤ) + 1)) (Finset.Icc (-(N : ℤ)) N) := by
    simp only [Finset.mem_insert, Finset.mem_Icc]
    omega
  have h2 : -((N : ℤ) + 1) ∉ Finset.Icc (-(N : ℤ)) N := by
    simp only [Finset.mem_Icc]
    omega
  unfold symmSum
  rw [hset, Finset.sum_insert h1, Finset.sum_insert h2]
  ring

/-- An alternating symmetric sum is twice the sum over the even sites minus the sum over
all sites. -/
theorem symmSum_alternating (f : ℤ → ℂ) (N : ℕ) :
    symmSum (fun n => (-1 : ℂ) ^ n * f n) N
      = 2 * symmSum (fun m => f (2 * m)) (N / 2) - symmSum f N := by
  induction N with
  | zero =>
    have h0 : ∀ g : ℤ → ℂ, symmSum g 0 = g 0 := by
      intro g
      simp [symmSum]
    simp only [Nat.zero_div, h0, zpow_zero, mul_zero, one_mul]
    ring
  | succ N ih =>
    rcases Nat.even_or_odd' N with ⟨m, rfl | rfl⟩
    · -- the new shell is odd: no even site is added
      have e1 : (2 * m + 1) / 2 = m := by omega
      have e2 : 2 * m / 2 = m := by omega
      have s1 : (-1 : ℂ) ^ (((2 * m : ℕ) : ℤ) + 1) = -1 :=
        Odd.neg_one_zpow ⟨m, by push_cast; ring⟩
      have s2 : (-1 : ℂ) ^ (-(((2 * m : ℕ) : ℤ) + 1)) = -1 :=
        Odd.neg_one_zpow ⟨-m - 1, by push_cast; ring⟩
      rw [e2] at ih
      rw [symmSum_succ _ (2 * m), symmSum_succ _ (2 * m), e1, ih, s1, s2]
      ring
    · -- the new shell is even
      have e1 : (2 * m + 1 + 1) / 2 = m + 1 := by omega
      have e2 : (2 * m + 1) / 2 = m := by omega
      have t1 : ((2 * m + 1 : ℕ) : ℤ) + 1 = 2 * ((m : ℤ) + 1) := by push_cast; ring
      have t2 : 2 * -((m : ℤ) + 1) = -(2 * ((m : ℤ) + 1)) := by ring
      have s1 : (-1 : ℂ) ^ (2 * ((m : ℤ) + 1)) = 1 :=
        Even.neg_one_zpow ⟨(m : ℤ) + 1, by ring⟩
      have s2 : (-1 : ℂ) ^ (-(2 * ((m : ℤ) + 1))) = 1 :=
        Even.neg_one_zpow ⟨-((m : ℤ) + 1), by ring⟩
      rw [e2] at ih
      rw [symmSum_succ _ (2 * m + 1), symmSum_succ _ (2 * m + 1), e1, symmSum_succ _ m, ih,
        t1, t2, s1, s2]
      ring
```

Q: Is that exact for each N, or only in the limit?

A: It is exact for each N. `symmSum_succ` says that raising the cutoff by one adds the sites N + 1 and −(N + 1). `symmSum_alternating` then goes by induction on N, with two cases. If the new shell is odd, `N / 2`, which is rounded down, stays the same, and both sides change by minus the two new values. If it is even, the even-site sum grows as well, and 2f − f = f gives the required plus sign.

Q: But now you have two rows of equal charges, and those sums converge only conditionally.

A: That is why the cutoff is symmetric. Pairing n with −n gives

1/(z − n) + 1/(z + n) = 2z/(z² − n²),

which falls off as 1/n². Euler's expansion of the cotangent gives the value:

Σ_{|n|≤N} 1/(z − n) → π cot(πz).

```lean
/-- For equal charges at the integers and `z` not an integer, the symmetric sums of
`1 / (z - n)` tend to `π cot (π z)`. -/
theorem tendsto_equal_charges (z : ℂ) (hz : ∀ n : ℤ, z ≠ n) :
    Tendsto (symmSum fun n => 1 / (z - n)) atTop (𝓝 (π * Complex.cot (π * z))) := by
  have hm : z ∈ Complex.integerComplement := by
    rintro ⟨n, hn⟩
    exact hz n hn.symm
  -- Euler's expansion of the cotangent, with the sites n and -n paired
  have h : Tendsto (fun N : ℕ => ∑ j ∈ Finset.range N,
      (1 / (z - ((j : ℂ) + 1)) + 1 / (z + ((j : ℂ) + 1)))) atTop
      (𝓝 (π * Complex.cot (π * z) - 1 / z)) := tendsto_logDeriv_euler_cot_sub hm
  have key : ∀ N : ℕ, 1 / z + ∑ j ∈ Finset.range N,
      (1 / (z - ((j : ℂ) + 1)) + 1 / (z + ((j : ℂ) + 1)))
      = symmSum (fun n => 1 / (z - n)) N := by
    intro N
    induction N with
    | zero => simp [symmSum]
    | succ N ih =>
      rw [symmSum_succ, ← ih, Finset.sum_range_succ]
      push_cast
      ring
  have h' := (h.const_add (1 / z)).congr key
  rwa [add_sub_cancel] at h'
```

A: The expansion is a theorem of Mathlib, stated for the paired terms with 1/z moved to the other side. The step `key` shows by induction that 1/z plus the first N pairs is our symmetric sum, and adding 1/z to the limit finishes the lemma.

Q: And the two cotangents combine?

A: With f(n) = 1/(z − n), the even sites contribute 2/(z − 2m) = 1/(z/2 − m). This is the equal-charge row seen from z/2, so

Σ_{|n|≤N} (−1)^n/(z − n) → π cot(πz/2) − π cot(πz).

Now set u = πz/2 and use the double-angle formulas:

cot u − cot 2u = cos u/sin u − (2cos²u − 1)/(2 sin u cos u)
= (2cos²u − 2cos²u + 1)/(2 sin u cos u)
= 1/sin 2u.

The limit is therefore π/sin(πz).

```lean
/-- The half-angle identity `cot u - cot 2u = 1 / sin 2u`, wherever `sin 2u ≠ 0`. -/
theorem cot_sub_cot_two_mul (u : ℂ) (h : Complex.sin (2 * u) ≠ 0) :
    Complex.cot u - Complex.cot (2 * u) = 1 / Complex.sin (2 * u) := by
  unfold Complex.cot
  rw [Complex.sin_two_mul] at h ⊢
  have hs : Complex.sin u ≠ 0 := fun h0 => h (by rw [h0]; ring)
  rw [Complex.cos_two_mul, div_sub_div _ _ hs h, div_eq_div_iff (mul_ne_zero hs h) h]
  ring

/-- For every non-integer complex `z`, the symmetric partial sums of `(-1)^n / (z - n)`
tend to `π / sin (π z)`. -/
theorem tendsto_alternating_series (z : ℂ) (hz : ∀ n : ℤ, z ≠ n) :
    Tendsto (symmSum fun n => (-1 : ℂ) ^ n / (z - n)) atTop
      (𝓝 (π / Complex.sin (π * z))) := by
  have hpi : (π : ℂ) ≠ 0 := by exact_mod_cast Real.pi_ne_zero
  have hs : Complex.sin (π * z) ≠ 0 := by
    intro h
    obtain ⟨k, hk⟩ := Complex.sin_eq_zero_iff.1 h
    exact hz k (mul_left_cancel₀ hpi (hk.trans (mul_comm _ _)))
  have hz2 : ∀ n : ℤ, z / 2 ≠ n := by
    intro n h
    exact hz (2 * n) (by push_cast; linear_combination 2 * h)
  have hhalf : Tendsto (fun N : ℕ => N / 2) atTop atTop :=
    tendsto_atTop_atTop.2 fun b => ⟨2 * b, fun a ha => by omega⟩
  -- with lengths halved, the even sites become the unit-spacing grid, seen from z / 2
  have hfin : ∀ N : ℕ, symmSum (fun n => 1 / (z / 2 - n)) (N / 2)
      - symmSum (fun n => 1 / (z - n)) N = symmSum (fun n => (-1 : ℂ) ^ n / (z - n)) N := by
    intro N
    have h := symmSum_alternating (fun n : ℤ => 1 / (z - n)) N
    simp only [mul_one_div] at h
    have e : 2 * symmSum (fun m => 1 / (z - ((2 * m : ℤ) : ℂ))) (N / 2)
        = symmSum (fun n => 1 / (z / 2 - n)) (N / 2) := by
      unfold symmSum
      rw [Finset.mul_sum]
      refine Finset.sum_congr rfl fun m _ => ?_
      have hm : z / 2 - m = (z - ((2 * m : ℤ) : ℂ)) / 2 := by push_cast; ring
      show 2 * (1 / (z - ((2 * m : ℤ) : ℂ))) = 1 / (z / 2 - (m : ℂ))
      rw [hm, one_div_div]
      ring
    linear_combination -h - e
  have hval : π * Complex.cot (π * (z / 2)) - π * Complex.cot (π * z)
      = π / Complex.sin (π * z) := by
    have e : 2 * ((π : ℂ) * (z / 2)) = π * z := by ring
    have hc := cot_sub_cot_two_mul (π * (z / 2)) (by rw [e]; exact hs)
    rw [e] at hc
    linear_combination (π : ℂ) * hc
  rw [← hval]
  exact (((tendsto_equal_charges (z / 2) hz2).comp hhalf).sub
    (tendsto_equal_charges z hz)).congr hfin
```

A: The second theorem reads: if z differs from every integer, the symmetric sums tend to π/sin(πz) as N → ∞. `Tendsto … atTop (𝓝 …)` is that limit. Inside the proof, `hfin` is the finite splitting with the even sites rescaled, `hhalf` says that N/2 also goes to infinity, and `hval` is the cotangent identity multiplied by π. The facts `hs` and `hz2` record that sin(πz) ≠ 0 and that z/2 is not an integer either.

Q: Then bring back the spacing and the vector.

A: Replace z by z/a, multiply by 1/a and conjugate:

E_N → conj( π/(a sin(πz/a)) ).

```lean
/-- Away from the line, its field vector times the conjugate displacement is the charge. -/
theorem lineField_mul_conj (q : ℝ) {p z : ℂ} (h : z ≠ p) :
    lineField q p z * conj (z - p) = q := by
  have h2 : (‖z - p‖ : ℂ) ^ 2 ≠ 0 :=
    pow_ne_zero 2 (by exact_mod_cast norm_ne_zero_iff.2 (sub_ne_zero.2 h))
  unfold lineField
  rw [div_mul_eq_mul_div, mul_assoc, Complex.mul_conj', mul_div_assoc, div_self h2, mul_one]

/-- For alternating unit line charges with spacing `a > 0` and `z` on none of the lines, the
field vector tends to the complex conjugate of `π / (a sin (π z / a))`. -/
theorem tendsto_gridField {a : ℝ} (ha : 0 < a) (z : ℂ) (hz : ∀ n : ℤ, z ≠ a * n) :
    Tendsto (gridField a z) atTop (𝓝 (conj (π / (a * Complex.sin (π * (z / a)))))) := by
  have ha' : (a : ℂ) ≠ 0 := by exact_mod_cast ha.ne'
  have hza : ∀ n : ℤ, z / a ≠ n := by
    intro n h
    exact hz n (by rw [← h, mul_div_cancel₀ _ ha'])
  have hterm : ∀ n : ℤ, conj (1 / (a : ℂ) * ((-1 : ℂ) ^ n / (z / a - n)))
      = lineField ((-1) ^ n) (a * n) z := by
    intro n
    have hd : z - a * n ≠ 0 := sub_ne_zero.2 (hz n)
    have e : ∀ s : ℂ, 1 / (a : ℂ) * (s / (z / a - n)) = s / (z - a * n) := by
      intro s
      have h1 : z / a - n = (z - a * n) / a := by field_simp
      rw [h1]
      field_simp
    rw [e, map_div₀, div_eq_iff ((map_ne_zero (starRingEnd ℂ)).2 hd),
      lineField_mul_conj _ (hz n)]
    simp
  -- rescale lengths by a, then conjugate
  have h := (Complex.continuous_conj.tendsto _).comp
    ((tendsto_alternating_series (z / a) hza).const_mul (1 / (a : ℂ)))
  have hlim : 1 / (a : ℂ) * (π / Complex.sin (π * (z / a)))
      = π / (a * Complex.sin (π * (z / a))) := by
    rw [div_mul_div_comm, one_mul]
  rw [hlim] at h
  refine h.congr fun N => ?_
  simp only [Function.comp_apply, gridField, symmSum, Finset.mul_sum, map_sum]
  exact Finset.sum_congr rfl fun n _ => hterm n
```

A: `lineField_mul_conj` is the relation E·conj(z − p) = q, which is the one-wire formula without the division. In `tendsto_gridField`, `hterm` uses it to match each wire's field with the conjugate of the rescaled series term. Since conjugation is continuous, it passes through the limit.

Q: What do the hypotheses do? Would a = 0 hurt?

A: It would. Put all wires at the origin and look from z = 1. Every wire then contributes its charge, and the partial sums are

E_N = (−1)^N = 1, −1, 1, −1, …

They have no limit, although z = 1 lies on none of the wires. This shows that a ≠ 0 is needed; a negative a only numbers the same row backwards. The condition `hz` keeps z off the wires, where the physical field diverges, while Lean's convention x/0 = 0 would report zero for the wire you are standing on.

Q: I measure strengths, not complex numbers. What is the modulus?

A: For real s and t,

sin(s + it) = sin s cosh t + i cos s sinh t,

so

|sin(s + it)|² = sin²s cosh²t + cos²s sinh²t
= sin²s (1 + sinh²t) + (1 − sin²s) sinh²t
= sin²s + sinh²t.

With s = πx/a and t = πy/a, the squared field strength obeys

|E_N|² → π²/(a²(sin²(πx/a) + sinh²(πy/a))).

```lean
/-- The squared modulus of the complex sine is `sin² x + sinh² y` at `x + i y`. -/
theorem norm_sin_sq (w : ℂ) :
    ‖Complex.sin w‖ ^ 2 = Real.sin w.re ^ 2 + Real.sinh w.im ^ 2 := by
  rw [Complex.sq_norm, Complex.sin_eq, ← Complex.ofReal_sin, ← Complex.ofReal_cos,
    ← Complex.ofReal_cosh, ← Complex.ofReal_sinh, ← Complex.ofReal_mul,
    ← Complex.ofReal_mul, Complex.normSq_add_mul_I]
  linear_combination Real.sin w.re ^ 2 * Real.cosh_sq w.im
    + Real.sinh w.im ^ 2 * Real.sin_sq_add_cos_sq w.re

/-- For spacing `a > 0` and `z = x + i y` on none of the lines, the squared field strength
tends to `π² / (a² (sin² (π x / a) + sinh² (π y / a)))`. -/
theorem tendsto_field_strength_sq {a : ℝ} (ha : 0 < a) (z : ℂ) (hz : ∀ n : ℤ, z ≠ a * n) :
    Tendsto (fun N => ‖gridField a z N‖ ^ 2) atTop
      (𝓝 (π ^ 2 / (a ^ 2 *
        (Real.sin (π * (z.re / a)) ^ 2 + Real.sinh (π * (z.im / a)) ^ 2)))) := by
  have h := (tendsto_gridField ha z hz).norm.pow 2
  rw [RCLike.norm_conj, norm_div, norm_mul, div_pow, mul_pow, norm_sin_sq,
    Complex.re_ofReal_mul, Complex.im_ofReal_mul, Complex.div_ofReal_re,
    Complex.div_ofReal_im, Complex.norm_real, Complex.norm_real, Real.norm_eq_abs,
    Real.norm_eq_abs, sq_abs, sq_abs] at h
  exact h

end

end AlternatingLineCharges
```

A: `norm_sin_sq` is the modulus identity; its last step, `linear_combination`, uses cosh² = 1 + sinh² and sin² + cos² = 1. The final theorem takes the norm and the square of the field limit, both continuous operations, and rewrites the result in terms of `z.re` and `z.im`, which are x and y.

Q: So does this settle my complaint about the view from far away?

A: It gives you the right field to compare with. When |y| is much larger than a, the sinh term dominates and the strength is close to

(2π/a) exp(−π|y|/a).

That estimate is read off from the formula and is no theorem of the file. Your cut row does approach the limit, but at a fixed point z with N growing. The theorems give no rate and no cutoff that serves all points at once. Your example concerns the relative error: whatever N is, far enough straight out the cut row has a strength close to 1/r, while that of the infinite row is exponentially small. Both fields are weak there, but their ratio is huge.

Q: Where would I use it?

A: In a simulation with two-dimensional electrostatics, it gives a closed-form reference for a lattice-sum routine, for a single infinite row of fixed, equally spaced lines with charges of equal size and alternating sign. Round wires of finite thickness are covered too, at points outside them, if their charge is fixed and spread symmetrically about each axis. The formula leaves out the end effects of finite wires and any charges that respond to the field.

```lean
#print axioms AlternatingLineCharges.tendsto_gridField
#print axioms AlternatingLineCharges.tendsto_field_strength_sq
```

```
'AlternatingLineCharges.tendsto_gridField' depends on axioms: [propext, Classical.choice, Quot.sound]
'AlternatingLineCharges.tendsto_field_strength_sq' depends on axioms: [propext, Classical.choice, Quot.sound]
```
